# Error bound for regularized OEP inversion when the exact potential lies in the range of the response

Let A be a symmetric positive semidefinite response operator on a finite-dimensional real inner product space, v = Az the exact potential, e a data error with ‖e‖ ≤ d, and λ > 0. Then the solution u of (A + λ)u = Av + e satisfies ‖u − v‖ ≤ λ‖z‖ + d/λ, and for d, ‖z‖ > 0 the choice λ = √(d/‖z‖) makes the error at most 2√(d‖z‖).

In Lean 4 with Mathlib:

```lean
import Mathlib

open scoped InnerProductSpace

namespace RegularizedOEP

variable {E : Type*} [NormedAddCommGroup E] [InnerProductSpace ℝ E]

/-- The potential `u` solves the regularized inversion equation `(A + lam) u = A v + e`, where
`A` is the response operator, `v` the exact potential and `e` the error in the data. -/
def IsRegularizedPotential (A : E →ₗ[ℝ] E) (lam : ℝ) (v e u : E) : Prop :=
  A u + lam • u = A v + e

/-- For a positive semidefinite response `A` and `lam ≥ 0`, the shifted response `A + lam`
satisfies `‖A x‖² + lam² ‖x‖² ≤ ‖(A + lam) x‖²`. -/
theorem shifted_response_lower_bound (A : E →ₗ[ℝ] E) (hpos : ∀ x, 0 ≤ ⟪A x, x⟫_ℝ)
    {lam : ℝ} (hlam : 0 ≤ lam) (x : E) :
    ‖A x‖ ^ 2 + lam ^ 2 * ‖x‖ ^ 2 ≤ ‖A x + lam • x‖ ^ 2 := by
  rw [norm_add_sq_real, real_inner_smul_right, norm_smul, Real.norm_eq_abs, mul_pow, sq_abs]
  nlinarith [mul_nonneg hlam (hpos x)]

/-- In finite dimension, for a positive semidefinite response `A` and `lam > 0`, the shifted
response `A + lam` is invertible. -/
theorem shifted_response_bijective [FiniteDimensional ℝ E] (A : E →ₗ[ℝ] E)
    (hpos : ∀ x, 0 ≤ ⟪A x, x⟫_ℝ) {lam : ℝ} (hlam : 0 < lam) :
    Function.Bijective (fun x : E => A x + lam • x) := by
  let T : E →ₗ[ℝ] E := A + lam • LinearMap.id
  have hinj : Function.Injective T := by
    refine (injective_iff_map_eq_zero T).2 fun x hx => ?_
    have hx' : A x + lam • x = 0 := hx
    have h := shifted_response_lower_bound A hpos hlam.le x
    rw [hx', norm_zero] at h
    by_contra hne
    have hn : 0 < ‖x‖ := norm_pos_iff.2 hne
    have hp : 0 < lam ^ 2 * ‖x‖ ^ 2 := by positivity
    nlinarith [sq_nonneg ‖A x‖]
  -- in finite dimension an injective operator is also surjective
  exact ⟨hinj, LinearMap.injective_iff_surjective.1 hinj⟩

/-- In finite dimension, for a positive semidefinite response and `lam > 0`, there is exactly
one regularized potential. -/
theorem existsUnique_regularizedPotential [FiniteDimensional ℝ E] (A : E →ₗ[ℝ] E)
    (hpos : ∀ x, 0 ≤ ⟪A x, x⟫_ℝ) {lam : ℝ} (hlam : 0 < lam) (v e : E) :
    ∃! u, IsRegularizedPotential A lam v e u :=
  (shifted_response_bijective A hpos hlam).existsUnique (A v + e)

/-- The bounds on bias and noise combine in quadrature: for a symmetric positive semidefinite
response in finite dimension, `v = A z`, `‖e‖ ≤ d` and `lam > 0`, the squared error of the
regularized potential is at most `(lam ‖z‖)² + (d / lam)²`. -/
theorem error_sq_le [FiniteDimensional ℝ E] (A : E →ₗ[ℝ] E) (hA : A.IsSymmetric)
    (hpos : ∀ x, 0 ≤ ⟪A x, x⟫_ℝ) {lam d : ℝ} (hlam : 0 < lam) {v z e u : E}
    (hv : v = A z) (he : ‖e‖ ≤ d) (hu : IsRegularizedPotential A lam v e u) :
    ‖u - v‖ ^ 2 ≤ (lam * ‖z‖) ^ 2 + (d / lam) ^ 2 := by
  unfold IsRegularizedPotential at hu
  subst hv
  -- the equation obeyed by the error
  have hr : A (u - A z) + lam • (u - A z) = e - lam • A z := by
    rw [map_sub]
    linear_combination (norm := module) hu
  obtain ⟨s, hs'⟩ := (shifted_response_bijective A hpos hlam).2 (u - A z)
  have hs : A s + lam • s = u - A z := hs'
  clear hs' hu
  generalize u - A z = r at hr hs ⊢
  -- symmetry moves the shifted response onto the error
  have key : ‖r‖ ^ 2 = ⟪s, e⟫_ℝ - lam * ⟪A s, z⟫_ℝ := by
    calc ‖r‖ ^ 2 = ⟪A s + lam • s, r⟫_ℝ := by rw [hs, real_inner_self_eq_norm_sq]
      _ = ⟪s, A r + lam • r⟫_ℝ := by
        rw [inner_add_left, inner_add_right, hA s r, real_inner_smul_left,
          real_inner_smul_right]
      _ = ⟪s, e⟫_ℝ - lam * ⟪A s, z⟫_ℝ := by
        rw [hr, inner_sub_right, real_inner_smul_right, ← hA s z]
  have hlow := shifted_response_lower_bound A hpos hlam.le s
  rw [hs] at hlow
  obtain ⟨p, hp⟩ : ∃ p, p = d / lam := ⟨_, rfl⟩
  have hd : d = lam * p := by
    rw [hp]
    field_simp
  rw [← hp]
  -- Cauchy-Schwarz for the noise and for the bias
  have h1 : ⟪s, e⟫_ℝ ≤ ‖s‖ * (lam * p) := by
    rw [← hd]
    exact (real_inner_le_norm s e).trans (mul_le_mul_of_nonneg_left he (norm_nonneg s))
  have h2 : -(‖A s‖ * ‖z‖) ≤ ⟪A s, z⟫_ℝ := (abs_le.1 (abs_real_inner_le_norm (A s) z)).1
  have h3 := mul_le_mul_of_nonneg_left h2 hlam.le
  nlinarith [sq_nonneg (lam * ‖s‖ - p), sq_nonneg (‖A s‖ - lam * ‖z‖)]

/-- Error bound for regularized OEP inversion: for a symmetric positive semidefinite response
in finite dimension, `v = A z`, `‖e‖ ≤ d` and `lam > 0`, the regularized potential differs from
`v` by at most `lam ‖z‖ + d / lam`. -/
theorem error_le [FiniteDimensional ℝ E] (A : E →ₗ[ℝ] E) (hA : A.IsSymmetric)
    (hpos : ∀ x, 0 ≤ ⟪A x, x⟫_ℝ) {lam d : ℝ} (hlam : 0 < lam) {v z e u : E}
    (hv : v = A z) (he : ‖e‖ ≤ d) (hu : IsRegularizedPotential A lam v e u) :
    ‖u - v‖ ≤ lam * ‖z‖ + d / lam := by
  have h := error_sq_le A hA hpos hlam hv he hu
  have hd : 0 ≤ d := (norm_nonneg e).trans he
  have hx : 0 ≤ lam * ‖z‖ := by positivity
  have hy : 0 ≤ d / lam := by positivity
  refine le_of_abs_le (abs_le_of_sq_le_sq ?_ (add_nonneg hx hy))
  nlinarith [mul_nonneg hx hy]

/-- For `b, d > 0` the bound `lam b + d / lam` takes the value `2 √(d b)` at `lam = √(d / b)`,
and it is nowhere smaller for `lam > 0`. -/
theorem optimal_parameter {b d : ℝ} (hb : 0 < b) (hd : 0 < d) :
    √(d / b) * b + d / √(d / b) = 2 * √(d * b) ∧
      ∀ lam : ℝ, 0 < lam → 2 * √(d * b) ≤ lam * b + d / lam := by
  constructor
  · have hl : 0 < √(d / b) := Real.sqrt_pos.2 (div_pos hd hb)
    have hsq : √(d / b) ^ 2 * b = d := by
      rw [Real.sq_sqrt (div_pos hd hb).le, div_mul_cancel₀ d hb.ne']
    -- at this parameter the two contributions are equal
    have h1 : d / √(d / b) = √(d / b) * b := by
      rw [div_eq_iff hl.ne']
      linear_combination -hsq
    have h2 : √(d * b) = √(d / b) * b := by
      have h3 : d * b = (√(d / b) * b) ^ 2 := by linear_combination -b * hsq
      rw [h3, Real.sqrt_sq (mul_pos hl hb).le]
    rw [h1, h2]
    ring
  · intro lam hlam
    have hp : 0 < d / lam := div_pos hd hlam
    have hprod : (lam * b) * (d / lam) = d * b := by field_simp
    have h : √(d * b) ≤ (lam * b + d / lam) / 2 := by
      refine Real.sqrt_le_iff.2 ⟨by positivity, ?_⟩
      nlinarith [sq_nonneg (lam * b - d / lam)]
    linarith

/-- Square-root rate: for a symmetric positive semidefinite response in finite dimension,
`v = A z`, `‖e‖ ≤ d` and `d, ‖z‖ > 0`, the choice `lam = √(d / ‖z‖)` gives an error of at most
`2 √(d ‖z‖)`. -/
theorem error_le_two_sqrt [FiniteDimensional ℝ E] (A : E →ₗ[ℝ] E) (hA : A.IsSymmetric)
    (hpos : ∀ x, 0 ≤ ⟪A x, x⟫_ℝ) {d : ℝ} (hd : 0 < d) {v z e u : E} (hz : 0 < ‖z‖)
    (hv : v = A z) (he : ‖e‖ ≤ d) (hu : IsRegularizedPotential A (√(d / ‖z‖)) v e u) :
    ‖u - v‖ ≤ 2 * √(d * ‖z‖) :=
  (error_le A hA hpos (Real.sqrt_pos.2 (div_pos hd hz)) hv he hu).trans_eq
    (optimal_parameter hz hd).1

/-- Improved constant: under the same conditions (symmetric positive semidefinite response in
finite dimension, `v = A z`, `‖e‖ ≤ d`, `d, ‖z‖ > 0`, `lam = √(d / ‖z‖)`) the error is at most
`√(2 d ‖z‖)`. -/
theorem error_le_sqrt_two_mul [FiniteDimensional ℝ E] (A : E →ₗ[ℝ] E) (hA : A.IsSymmetric)
    (hpos : ∀ x, 0 ≤ ⟪A x, x⟫_ℝ) {d : ℝ} (hd : 0 < d) {v z e u : E} (hz : 0 < ‖z‖)
    (hv : v = A z) (he : ‖e‖ ≤ d) (hu : IsRegularizedPotential A (√(d / ‖z‖)) v e u) :
    ‖u - v‖ ≤ √(2 * d * ‖z‖) := by
  have h := error_sq_le A hA hpos (Real.sqrt_pos.2 (div_pos hd hz)) hv he hu
  have h1 : (√(d / ‖z‖) * ‖z‖) ^ 2 = d * ‖z‖ := by
    rw [mul_pow, Real.sq_sqrt (div_pos hd hz).le]
    field_simp
  have h2 : (d / √(d / ‖z‖)) ^ 2 = d * ‖z‖ := by
    rw [div_pow, Real.sq_sqrt (div_pos hd hz).le]
    field_simp
  rw [h1, h2] at h
  exact (le_abs_self _).trans (Real.abs_le_sqrt (by linarith))

/-- Along a null vector `k` of a symmetric response, the regularized potential `u` satisfies
`lam ⟨k, u⟩ = ⟨k, e⟩`, whatever the exact potential `v`. -/
theorem null_component (A : E →ₗ[ℝ] E) (hA : A.IsSymmetric) {lam : ℝ} {k v e u : E}
    (hk : A k = 0) (hu : IsRegularizedPotential A lam v e u) :
    lam * ⟪k, u⟫_ℝ = ⟪k, e⟫_ℝ := by
  unfold IsRegularizedPotential at hu
  have h : ⟪k, A u + lam • u⟫_ℝ = ⟪k, A v + e⟫_ℝ := by rw [hu]
  rw [inner_add_right, inner_add_right, ← hA k u, ← hA k v, hk, inner_zero_left,
    inner_zero_left, real_inner_smul_right] at h
  linarith

end RegularizedOEP
```

```lean
#print axioms RegularizedOEP.error_le
#print axioms RegularizedOEP.error_le_two_sqrt
#print axioms RegularizedOEP.error_le_sqrt_two_mul
#print axioms RegularizedOEP.null_component
```

```
'RegularizedOEP.error_le' depends on axioms: [propext, Classical.choice, Quot.sound]
'RegularizedOEP.error_le_two_sqrt' depends on axioms: [propext, Classical.choice, Quot.sound]
'RegularizedOEP.error_le_sqrt_two_mul' depends on axioms: [propext, Classical.choice, Quot.sound]
'RegularizedOEP.null_component' depends on axioms: [propext, Classical.choice, Quot.sound]
```

## The inversion problem behind the symbols

The optimized effective potential (OEP) equation asks for a potential whose first-order density response is prescribed. The static Kohn–Sham response of a ground state, with the lowest orbitals filled, is negative semidefinite, so `A` stands for its negative. Where the response is weak, small errors in the data become large errors in the potential, and the shift λ, written `lam` in the code, damps them.

The space `E` holds the potentials, and its inner product fixes the norm in which errors are measured. The hypothesis `A.IsSymmetric` means ⟨Ax, y⟩ = ⟨x, Ay⟩, and `hpos` means ⟨Ax, x⟩ ≥ 0. The predicate `IsRegularizedPotential A lam v e u` is the regularized equation itself; `existsUnique_regularizedPotential` shows that it has exactly one solution u.

The condition v = Az is assumed. Physically, it says that v has no component along potentials that produce no response, such as a constant shift. In an eigenbasis of A with eigenvalues aᵢ it reads vᵢ = aᵢzᵢ, so ‖z‖ is large when v has sizeable components in directions of weak response.

For a finite-basis OEP calculation with a fixed, exactly known linear response, the bound quantifies the compromise between damping noise and distorting the potential. It does not treat errors in A or its change during self-consistency, and the stated choice of λ requires values for d and ‖z‖.

## The bounds on bias and noise combine in quadrature

Expanding the square and using positivity gives

‖Ax + λx‖² = ‖Ax‖² + 2λ⟨Ax, x⟩ + λ²‖x‖² ≥ ‖Ax‖² + λ²‖x‖².

This is `shifted_response_lower_bound`. If (A + λ)x = 0, it forces x = 0, so A + λ is injective and, in finite dimension, also surjective (`shifted_response_bijective`).

Now let r = u − v. Subtracting (A + λ)v from the regularized equation gives

(A + λ)r = e − λv = e − λAz.

By surjectivity there is an s with (A + λ)s = r. In `error_sq_le`, the `calc` block named `key` uses symmetry to move the operator across the inner product:

‖r‖² = ⟨(A + λ)s, r⟩ = ⟨s, (A + λ)r⟩ = ⟨s, e⟩ − λ⟨As, z⟩.

The Cauchy–Schwarz inequality (`h1` and `h2`), then 2ab ≤ a² + b² for each product, and finally the lower bound applied to s give

‖r‖² ≤ (λ‖s‖)(d/λ) + ‖As‖(λ‖z‖)
≤ ½(λ²‖s‖² + ‖As‖²) + ½((d/λ)² + (λ‖z‖)²)
≤ ½‖r‖² + ½((d/λ)² + (λ‖z‖)²).

Therefore

‖r‖² ≤ (λ‖z‖)² + (d/λ)².

The last `nlinarith` call does this algebra from the two squares supplied to it. Here λ‖z‖ bounds the bias, which is the error left when e = 0, and d/λ bounds the noise, which is the part of the error caused by e. Since both bounds are nonnegative, the right-hand side is at most (λ‖z‖ + d/λ)², which gives `error_le`.

## Choosing the shift

Write b = ‖z‖, with b, d > 0. At λ = √(d/b) the two contributions are equal:

λb = d/λ = √(db).

Their sum is 2√(db). For any λ > 0, the product of λb and d/λ is db, so the inequality of arithmetic and geometric means gives λb + d/λ ≥ 2√(db). Thus `optimal_parameter` shows that this choice minimises the additive bound, and `error_le_two_sqrt` inserts it. Inserting the same λ into the quadrature bound gives the sharper estimate √(2d‖z‖) in `error_le_sqrt_two_mul`.

## Directions without response

If Ak = 0, taking the inner product of the regularized equation with k removes both terms containing A, by symmetry:

λ⟨k, u⟩ = ⟨k, e⟩.

This is `null_component`: for λ ≠ 0, ⟨k, u⟩ equals ⟨k, e⟩/λ, whatever v is.

A one-dimensional example shows what fails without v = Az. Take A = 0, v = 1 and e = d = 0. Then u = 0 for every λ > 0, and the error stays at 1. For any fixed z, the claimed bound λ|z| is below 1 once λ is small enough, so no choice of z makes it hold for every λ > 0.
